# Every complex tensor on \(K\ge 1\) sites is a matrix product with bond dimensions \(d^{\min(k,K-k)}\)

The matrices in a matrix product state can change size along the chain. Here their sizes are part of their type, and a function \(D\) on the natural numbers fixes them: \(D_k\) is the dimension of bond \(k\), the bond after the first \(k\) sites. Sites are numbered \(0,\dots,K-1\), each with \(d\) local states, and the matrix \(A_k(x)\) of site \(k\) in local state \(x\) has size \(D_k\times D_{k+1}\).

```lean
import Mathlib

namespace MatrixProductStates

noncomputable section
```

## Matrices along an open chain

The bond dimensions in question, which for \(d\ge2\) grow from each end towards the middle, are

\[ D_k=d^{\min(k,K-k)}. \]

```lean
/-- The bond dimension `d ^ min(k, K - k)` after the first `k` of `K` sites. -/
def bondDim (d K k : ℕ) : ℕ := d ^ min k (K - k)
```

A choice of site tensors is one complex matrix for each site and local state. The definition leaves \(D\) free, which the lower bound below will need.

```lean
/-- Site tensors: for each site and each local state a complex matrix, whose size is given
by the bond dimensions `D` to the left and right of the site. -/
abbrev SiteTensors (K d : ℕ) (D : ℕ → ℕ) :=
  (k : Fin K) → Fin d → Matrix (Fin (D k.val)) (Fin (D (k.val + 1))) ℂ
```

For a configuration \(s=(s_0,\dots,s_{K-1})\), the product over the first \(n\) sites is

\[ P_0=1,\qquad P_{n+1}(s)=P_n(s)\,A_n(s_n). \]

`chainProduct` is this recursion; its last argument is a proof of \(n\le K\).

```lean
/-- The ordered product of the matrices of the first `n` sites in the configuration `s`. -/
def chainProduct {K d : ℕ} {D : ℕ → ℕ} (A : SiteTensors K d D) (s : Fin K → Fin d) :
    (n : ℕ) → n ≤ K → Matrix (Fin (D 0)) (Fin (D n)) ℂ
  | 0, _ => 1
  | n + 1, h => chainProduct A s n (Nat.le_of_succ_le h) * A ⟨n, h⟩ (s ⟨n, h⟩)
```

## Numbering blocks and a mirror-correlated state

The bond index will carry the configuration of a block as a base-\(d\) number,

\[ c_n(s)=\sum_{j<n}s_j\,d^j . \]

```lean
/-- The number, in base `d`, of the configuration of the first `n` sites. Sites beyond the
end of the chain contribute zero. -/
def code {K d : ℕ} (s : Fin K → Fin d) : ℕ → ℕ
  | 0 => 0
  | n + 1 => code s n + (if h : n < K then (s ⟨n, h⟩).val else 0) * d ^ n
```

To test whether the dimensions could be smaller, take the rainbow state, in which every site agrees with its mirror image. Its amplitude is \(1\) if \(s_i=s_{K-1-i}\) for all \(i\), and \(0\) otherwise. For \(d\ge1\) the normalised amplitude is \(d^{-\lceil K/2\rceil/2}\) in place of \(1\); this constant factor does not affect the bond dimensions.

```lean
/-- The rainbow state, not normalised: amplitude one if every site is in the same local state
as its mirror image in the chain, and zero otherwise. -/
def rainbow {K d : ℕ} (s : Fin K → Fin d) : ℂ := if ∀ i, s i = s i.rev then 1 else 0
```

At the ends the exponent vanishes, so \(D_0=D_K=1\) and the full product is a \(1\times1\) matrix.

```lean
variable {K d : ℕ} {D : ℕ → ℕ}

/-- The bonds at the two ends of the chain have dimension one. -/
theorem bondDim_ends (d K : ℕ) : bondDim d K 0 = 1 ∧ bondDim d K K = 1 := by
  simp [bondDim]
```

One more site adds one digit: \(c_{n+1}(s)=c_n(s)+s_n d^n\).

```lean
/-- Adding a site to a block adds one base-`d` digit to its number. -/
theorem code_succ (s : Fin K → Fin d) {n : ℕ} (h : n < K) :
    code s (n + 1) = code s n + (s ⟨n, h⟩).val * d ^ n := by
  rw [code, dif_pos h]
```

By induction \(c_n(s)<d^n\), because

\[ c_n(s)+s_nd^n<(s_n+1)\,d^n\le d^{n+1}. \]

```lean
/-- The configurations of the first `n` sites have numbers below `d ^ n`. -/
theorem code_lt (s : Fin K → Fin d) {n : ℕ} (hn : n ≤ K) : code s n < d ^ n := by
  induction n with
  | zero => simp [code]
  | succ n ih =>
    rw [code_succ s hn, pow_succ]
    have h1 := ih (Nat.le_of_succ_le hn)
    have h2 : ((s ⟨n, hn⟩).val + 1) * d ^ n ≤ d * d ^ n :=
      Nat.mul_le_mul_right _ (s ⟨n, hn⟩).isLt
    nlinarith
```

The number also determines the block. If \(c_{n+1}(s)=c_{n+1}(t)\), integer division by \(d^n\) gives \(s_n=t_n\). Subtracting that digit leaves \(c_n(s)=c_n(t)\), and the induction continues.

```lean
/-- The number of a block determines the local state of each of its sites. -/
theorem code_injective {s t : Fin K → Fin d} {n : ℕ} (hn : n ≤ K)
    (h : code s n = code t n) : ∀ i : Fin K, i.val < n → s i = t i := by
  induction n with
  | zero => exact fun i hi => absurd hi (Nat.not_lt_zero _)
  | succ n ih =>
    have hle := Nat.le_of_succ_le hn
    rw [code_succ s hn, code_succ t hn] at h
    have hs := code_lt s hle
    have ht := code_lt t hle
    have hpos : 0 < d ^ n := lt_of_le_of_lt (Nat.zero_le _) hs
    -- division by `d ^ n` isolates the last digit
    have hd : (s ⟨n, hn⟩).val = (t ⟨n, hn⟩).val := by
      have e := congrArg (fun z => z / d ^ n) h
      simpa [Nat.add_mul_div_right _ _ hpos, Nat.div_eq_of_lt hs,
        Nat.div_eq_of_lt ht] using e
    rw [hd] at h
    intro i hi
    rcases Nat.lt_succ_iff_lt_or_eq.mp hi with hi | hi
    · exact ih hle (Nat.add_right_cancel h) i hi
    · have e : i = ⟨n, hn⟩ := Fin.ext hi
      rw [e]
      exact Fin.ext hd
```

## Building the exact product

Let \(m=\lfloor K/2\rfloor\) be the middle site (the right-hand one of the middle two if \(K\) is even), and number the sites from \(n\) onwards from the right end:

\[ r_n(s)=\sum_{j=n}^{K-1}s_j\,d^{K-1-j}. \]

In Lean this is `code` applied to the reversed configuration. The triple \((c_m(s),s_m,r_{m+1}(s))\) determines \(s\), so there is a function \(F\) with \(F(c_m(s),s_m,r_{m+1}(s))=\psi(s)\), set to zero on triples that do not occur. Now choose

\[
A_n(x)_{ab}=\begin{cases}
\delta_{b,\,a+xd^n} & n<m,\\
F(a,x,b) & n=m,\\
\delta_{a,\,b+xd^{K-n-1}} & n>m.
\end{cases}
\]

The left matrices append a digit, so induction (`hL`) gives \(P_n(s)_{ab}=\delta_{b,c_n(s)}\) for \(n\le m\). Multiplying by the middle matrix gives

\[ P_{m+1}(s)_{ab}=F(c_m(s),s_m,b), \]

which equals \(\psi(s)\) in column \(b=r_{m+1}(s)\).

To the right of the middle, \(r_n(s)=r_{n+1}(s)+s_nd^{K-n-1}\). In column \(b=r_{n+1}(s)\), the matrix \(A_n(s_n)\) therefore selects column \(r_n(s)\) of \(P_n(s)\), where the entry is already \(\psi(s)\). This is the induction `hR`. At \(n=K\) the only column is \(0=r_K(s)\), and the product is \(\psi(s)\).

The theorem states this for every \(\psi\) and every \(s\). The indices `a` and `b` each have one possible value, so they name the single entry of the product.

```lean
/-- Every complex tensor on `K ≥ 1` sites is exactly a matrix product with bond dimensions
`d ^ min(k, K - k)`; the outer bonds have dimension one and the single entry of the product
is the amplitude. -/
theorem exists_matrixProduct (hK : 1 ≤ K) (ψ : (Fin K → Fin d) → ℂ) :
    bondDim d K 0 = 1 ∧ bondDim d K K = 1 ∧
      ∃ A : SiteTensors K d (bondDim d K),
        ∀ s a b, chainProduct A s K le_rfl a b = ψ s := by
  obtain ⟨m, hm1, hm2, hmK⟩ : ∃ m, 2 * m ≤ K ∧ K ≤ 2 * m + 1 ∧ m < K :=
    ⟨K / 2, by omega, by omega, by omega⟩
  -- the amplitude as a function of left block, middle site and right block
  obtain ⟨F, hF⟩ : ∃ F : ℕ × Fin d × ℕ → ℂ, ∀ s : Fin K → Fin d,
      F (code s m, s ⟨m, hmK⟩, code (fun i => s i.rev) (K - (m + 1))) = ψ s := by
    let g : (Fin K → Fin d) → ℕ × Fin d × ℕ := fun s =>
      (code s m, s ⟨m, hmK⟩, code (fun i => s i.rev) (K - (m + 1)))
    have hg : Function.Injective g := by
      intro s t h
      have h1 : code s m = code t m := congrArg (fun p => p.1) h
      have h2 : s ⟨m, hmK⟩ = t ⟨m, hmK⟩ := congrArg (fun p => p.2.1) h
      have h3 : code (fun i => s i.rev) (K - (m + 1)) =
          code (fun i => t i.rev) (K - (m + 1)) := congrArg (fun p => p.2.2) h
      funext i
      have hiK := i.isLt
      rcases lt_trichotomy i.val m with hi | hi | hi
      · exact code_injective hmK.le h1 i hi
      · have e : i = ⟨m, hmK⟩ := Fin.ext hi
        rw [e]
        exact h2
      · have h4 := code_injective (Nat.sub_le _ _) h3 i.rev (by rw [Fin.val_rev]; omega)
        simpa using h4
    exact ⟨Function.extend g ψ 0, hg.extend_apply ψ 0⟩
  -- append digits on the left, insert the amplitudes, read off digits on the right
  obtain ⟨A, hA1, hA2, hA3⟩ : ∃ A : SiteTensors K d (bondDim d K),
      (∀ n (h : n < K) x a b, n < m →
        A ⟨n, h⟩ x a b = if b.val = a.val + x.val * d ^ n then 1 else 0) ∧
      (∀ x a b, A ⟨m, hmK⟩ x a b = F (a.val, x, b.val)) ∧
      (∀ n (h : n < K) x a b, m < n →
        A ⟨n, h⟩ x a b = if a.val = b.val + x.val * d ^ (K - (n + 1)) then 1 else 0) :=
    ⟨fun k x a b => if k.val < m then (if b.val = a.val + x.val * d ^ k.val then 1 else 0)
      else if k.val = m then F (a.val, x, b.val)
      else if a.val = b.val + x.val * d ^ (K - (k.val + 1)) then 1 else 0,
      fun n h x a b hn => if_pos hn,
      fun x a b => (if_neg (lt_irrefl m)).trans (if_pos rfl),
      fun n h x a b hn => (if_neg (not_lt.mpr hn.le)).trans (if_neg hn.ne')⟩
  have pick : ∀ {N v : ℕ} (h : v < N) (f : Fin N → ℂ),
      ∑ c : Fin N, (if c.val = v then 1 else 0) * f c = f ⟨v, h⟩ := by
    intro N v h f
    rw [Finset.sum_eq_single ⟨v, h⟩]
    · simp
    · intro c _ hc
      rw [if_neg (fun e => hc (Fin.ext e)), zero_mul]
    · simp
  have hcL : ∀ (s : Fin K → Fin d) n, n ≤ m → code s n < bondDim d K n := by
    intro s n hn
    rw [bondDim, min_eq_left (by omega)]
    exact code_lt s (by omega)
  have hL : ∀ s n (hn : n ≤ K), n ≤ m → ∀ a b,
      chainProduct A s n hn a b = if b.val = code s n then 1 else 0 := by
    intro s n
    induction n with
    | zero =>
      intro hn _ a b
      have ha := lt_of_lt_of_eq a.isLt (bondDim_ends d K).1
      have hb := lt_of_lt_of_eq b.isLt (bondDim_ends d K).1
      have hab : a = b := Fin.ext (by omega)
      subst hab
      have h0 : a.val = code s 0 := Nat.lt_one_iff.mp ha
      rw [chainProduct, Matrix.one_apply_eq]
      exact (if_pos h0).symm
    | succ n ih =>
      intro hn hnm a b
      have hc := hcL s n (Nat.le_of_succ_le hnm)
      have e := hA1 n hn (s ⟨n, hn⟩) ⟨code s n, hc⟩ b hnm
      rw [chainProduct, Matrix.mul_apply]
      simp only [ih (Nat.le_of_succ_le hn) (Nat.le_of_succ_le hnm)]
      rw [pick hc, code_succ s hn]
      exact e
  have hR : ∀ s n (hn : n ≤ K), m + 1 ≤ n → ∀ a b,
      b.val = code (fun i => s i.rev) (K - n) → chainProduct A s n hn a b = ψ s := by
    intro s n
    induction n with
    | zero => exact fun _ h => absurd h (by omega)
    | succ n ih =>
      intro hn hmn a b hb
      rw [chainProduct, Matrix.mul_apply]
      rcases Nat.eq_or_lt_of_le (Nat.le_of_succ_le_succ hmn) with h | h
      · subst h
        simp only [hL s m hmK.le le_rfl]
        rw [pick (hcL s m le_rfl)]
        have e := hF s
        rw [← hb] at e
        exact (hA2 _ _ _).trans e
      · have hpos : code (fun i => s i.rev) (K - n) =
            b.val + (s ⟨n, hn⟩).val * d ^ (K - (n + 1)) := by
          have hlt : K - (n + 1) < K := by omega
          have e : K - n = K - (n + 1) + 1 := by omega
          have e2 : Fin.rev (⟨K - (n + 1), hlt⟩ : Fin K) = ⟨n, hn⟩ :=
            Fin.ext (by rw [Fin.val_rev]; show K - (K - (n + 1) + 1) = n; omega)
          rw [hb, e, code_succ _ hlt, e2]
        have hc : code (fun i => s i.rev) (K - n) < bondDim d K n := by
          rw [bondDim, min_eq_right (by omega)]
          exact code_lt _ (Nat.sub_le _ _)
        rw [Finset.sum_eq_single ⟨_, hc⟩]
        · rw [ih (Nat.le_of_succ_le hn) h a ⟨_, hc⟩ rfl, hA3 n hn _ _ _ h,
            if_pos hpos, mul_one]
        · intro c _ hne
          rw [hA3 n hn _ _ _ h, if_neg (fun e => hne (Fin.ext (e.trans hpos.symm))),
            mul_zero]
        · exact fun hx => absurd (Finset.mem_univ _) hx
  refine ⟨(bondDim_ends d K).1, (bondDim_ends d K).2, A, fun s a b =>
    hR s K le_rfl hmK a b ?_⟩
  rw [Nat.sub_self]
  exact Nat.lt_one_iff.mp (lt_of_lt_of_eq b.isLt (bondDim_ends d K).2)
```

For \(K=1\) the construction reduces to \(A_0(x)=(\psi(x))\). For \(K=2\) the inner bond has dimension \(d\), with \(A_0(x)_{0b}=\delta_{bx}\) and \(A_1(x)_{a0}=\psi(a,x)\): the first site selects a row of the amplitude matrix.

## A state that needs every bond

Now let \(D\) be arbitrary. The product \(P_n(s)\) depends only on the first \(n\) local states.

```lean
/-- The product over the first `n` sites depends only on the local states of those sites. -/
theorem chainProduct_congr (A : SiteTensors K d D) {s t : Fin K → Fin d} {n : ℕ}
    (hn : n ≤ K) (h : ∀ i : Fin K, i.val < n → s i = t i) :
    chainProduct A s n hn = chainProduct A t n hn := by
  induction n with
  | zero => rfl
  | succ n ih =>
    simp only [chainProduct]
    rw [ih (Nat.le_of_succ_le hn) (fun i hi => h i (Nat.lt_succ_of_lt hi)),
      h ⟨n, hn⟩ (Nat.lt_succ_self n)]
```

Cutting at bond \(k\le n\) gives \(P_n(s)=P_k(s)R(s)\), where \(R(s)=A_k(s_k)\cdots A_{n-1}(s_{n-1})\) depends only on sites from \(k\) onwards. The induction uses associativity and starts from \(R=1\) at \(n=k\).

```lean
/-- Cutting bond `k` splits a matrix product into the product of the first `k` sites and a
factor that depends only on the sites after the cut. -/
theorem chainProduct_cut (A : SiteTensors K d D) {k n : ℕ} (hkn : k ≤ n) (hn : n ≤ K) :
    ∃ R : (Fin K → Fin d) → Matrix (Fin (D k)) (Fin (D n)) ℂ,
      (∀ s, chainProduct A s n hn = chainProduct A s k (hkn.trans hn) * R s) ∧
      ∀ s t, (∀ i : Fin K, k ≤ i.val → s i = t i) → R s = R t := by
  induction n with
  | zero =>
    obtain rfl : k = 0 := Nat.le_zero.mp hkn
    exact ⟨fun _ => 1, fun s => (Matrix.mul_one _).symm, fun _ _ _ => rfl⟩
  | succ n ih =>
    rcases Nat.lt_or_eq_of_le hkn with h | h
    · obtain ⟨R, hR, hR'⟩ := ih (Nat.le_of_lt_succ h) (Nat.le_of_succ_le hn)
      refine ⟨fun s => R s * A ⟨n, hn⟩ (s ⟨n, hn⟩), fun s => ?_, fun s t hst => ?_⟩
      · show chainProduct A s n (Nat.le_of_succ_le hn) * A ⟨n, hn⟩ (s ⟨n, hn⟩) = _
        rw [hR s, Matrix.mul_assoc]
      · show R s * A ⟨n, hn⟩ (s ⟨n, hn⟩) = R t * A ⟨n, hn⟩ (t ⟨n, hn⟩)
        rw [hR' s t hst, hst ⟨n, hn⟩ (Nat.le_of_lt_succ h)]
    · subst h
      exact ⟨fun _ => 1, fun s => (Matrix.mul_one _).symm, fun _ _ _ => rfl⟩
```

Suppose that a fixed entry \((a,b)\) of the full product gives the rainbow amplitudes, and let \(d\ge1\). Put \(r=\min(k,K-k)\). Place \(x\in\{0,\dots,d-1\}^r\) on the first \(r\) sites, \(y\) in mirrored order on the last \(r\), and state \(0\) in between. The amplitude is then \(\delta_{xy}\), and the cut separates \(x\) from \(y\):

\[ \delta_{xy}=\sum_{j=0}^{D_k-1}L_{xj}M_{jy}. \]

The identity matrix of size \(d^r\) thus factorises through \(D_k\) bond states. Comparing ranks,

\[ d^r=\operatorname{rank}(LM)\le\operatorname{rank}L\le D_k. \]

In the code, `hc` evaluates the amplitudes, `hLM` is the factorisation, and the rank lemmas finish the argument.

```lean
/-- For `d ≥ 1`, any matrix product with a fixed entry that equals the rainbow amplitude in every
configuration has bond dimension at least `d ^ min(k, K - k)` at every cut `k`. -/
theorem rainbow_bondDim_le (hd : 0 < d) (A : SiteTensors K d D) (a : Fin (D 0))
    (b : Fin (D K)) (h : ∀ s, chainProduct A s K le_rfl a b = rainbow s)
    {k : ℕ} (hk : k ≤ K) : bondDim d K k ≤ D k := by
  obtain ⟨R, hR, hR'⟩ := chainProduct_cut A hk le_rfl
  obtain ⟨r, hr⟩ : ∃ r, r = min k (K - k) := ⟨_, rfl⟩
  -- `x` on the first `r` sites, `y` mirrored on the last `r`, a fixed state in between
  let c : (Fin r → Fin d) → (Fin r → Fin d) → Fin K → Fin d := fun x y i =>
    if h : i.val < r then x ⟨i.val, h⟩
    else if h : K - (i.val + 1) < r then y ⟨K - (i.val + 1), h⟩ else ⟨0, hd⟩
  have hx : ∀ x y (i : Fin K) (j : Fin r), i.val = j.val → c x y i = x j := by
    intro x y i j e
    have h1 : i.val < r := lt_of_eq_of_lt e j.isLt
    exact (dif_pos h1).trans (congrArg x (Fin.ext e))
  have hy : ∀ x y (i : Fin K) (j : Fin r), i.val + j.val + 1 = K → c x y i = y j := by
    intro x y i j e
    have hj := j.isLt
    have h1 : ¬ i.val < r := by omega
    have h2 : K - (i.val + 1) < r := by omega
    have h3 : K - (i.val + 1) = j.val := by omega
    exact (dif_neg h1).trans ((dif_pos h2).trans (congrArg y (Fin.ext h3)))
  have hz : ∀ x y (i : Fin K), ¬ i.val < r → ¬ K - (i.val + 1) < r →
      c x y i = ⟨0, hd⟩ := fun x y i h1 h2 => (dif_neg h1).trans (dif_neg h2)
  have hc : ∀ x y, rainbow (c x y) = if x = y then 1 else 0 := by
    intro x y
    have hiff : (∀ i, c x y i = c x y i.rev) ↔ x = y := by
      constructor
      · intro H
        funext j
        have hj := j.isLt
        have hjK : j.val < K := by omega
        have e := H ⟨j.val, hjK⟩
        rwa [hx x y _ j rfl, hy x y _ j (by
          rw [Fin.val_rev]; show K - (j.val + 1) + j.val + 1 = K; omega)] at e
      · rintro rfl i
        have hi := Fin.val_rev i
        have hiK := i.isLt
        by_cases h1 : i.val < r
        · rw [hx x x i ⟨i.val, h1⟩ rfl, hy x x i.rev ⟨i.val, h1⟩ (by
            show i.rev.val + i.val + 1 = K; omega)]
        · by_cases h2 : i.rev.val < r
          · rw [hy x x i ⟨i.rev.val, h2⟩ (by show i.val + i.rev.val + 1 = K; omega),
              hx x x i.rev ⟨i.rev.val, h2⟩ rfl]
          · rw [hz x x i h1 (by omega), hz x x i.rev h2 (by omega)]
    by_cases e : x = y
    · rw [rainbow, if_pos (hiff.mpr e), if_pos e]
    · rw [rainbow, if_neg (fun H => e (hiff.mp H)), if_neg e]
  let x0 : Fin r → Fin d := fun _ => ⟨0, hd⟩
  let L : Matrix (Fin r → Fin d) (Fin (D k)) ℂ := fun x j =>
    chainProduct A (c x x0) k hk a j
  let M : Matrix (Fin (D k)) (Fin r → Fin d) ℂ := fun j y => R (c x0 y) j b
  -- the identity matrix factorises through the bond
  have hLM : L * M = 1 := by
    ext x y
    have e1 : chainProduct A (c x y) k hk = chainProduct A (c x x0) k hk := by
      refine chainProduct_congr A hk (fun i hi => ?_)
      have h2 : ¬ K - (i.val + 1) < r := by omega
      simp only [c, dif_neg h2]
    have e2 : R (c x y) = R (c x0 y) := by
      refine hR' _ _ (fun i hi => ?_)
      have h1 : ¬ i.val < r := by omega
      simp only [c, dif_neg h1]
    have e := h (c x y)
    rw [hR, e1, e2, hc, Matrix.mul_apply] at e
    rw [Matrix.mul_apply, Matrix.one_apply]
    exact e
  have hrank := Matrix.rank_mul_le_left L M
  rw [hLM, Matrix.rank_one] at hrank
  have hcard := hrank.trans L.rank_le_card_width
  rw [bondDim, ← hr]
  simpa using hcard
```

The dimensions are therefore optimal as a bound for all tensors, although a particular state may need far less: a product state needs only dimension one. The lower bound concerns open chains, where the amplitude is one matrix entry, and not periodic ones, where it is a trace.

## Four states per spatial orbital

A spatial orbital is empty, singly occupied with either spin, or doubly occupied, so \(d=4\). Since \(2\min(k,K-k)\le K\),

\[ 4^{\min(k,K-k)}=2^{2\min(k,K-k)}\le2^K. \]

```lean
/-- For `K` spatial orbitals, with four local states each, the bond dimension
`4 ^ min(k, K - k)` is at most `2 ^ K` at every cut. -/
theorem bondDim_spatialOrbitals_le (K k : ℕ) : bondDim 4 K k ≤ 2 ^ K := by
  rw [bondDim, show (4 : ℕ) = 2 ^ 2 by norm_num, ← pow_mul]
  exact Nat.pow_le_pow_right (by norm_num) (by omega)

end

end MatrixProductStates
```

For electronic structure, this means that a full configuration-interaction vector in a finite basis of \(K\ge1\) ordered spatial orbitals is a matrix product state with bond dimension at most \(2^K\). The tensor is a bare array of coefficients: no particle-number or spin symmetry is used to shrink the matrices, and the error made by truncating the bonds is not addressed.

```lean
#print axioms MatrixProductStates.exists_matrixProduct
#print axioms MatrixProductStates.rainbow_bondDim_le
#print axioms MatrixProductStates.bondDim_spatialOrbitals_le
```

```
'MatrixProductStates.exists_matrixProduct' depends on axioms: [propext, Classical.choice, Quot.sound]
'MatrixProductStates.rainbow_bondDim_le' depends on axioms: [propext, Classical.choice, Quot.sound]
'MatrixProductStates.bondDim_spatialOrbitals_le' depends on axioms: [propext, Classical.choice, Quot.sound]
```
